# A two-term shift rule that holds for every state and observable allows its generator at most two distinct eigenvalues

My gradients come out wrong, without any warning, when I use the two-term parameter-shift rule on an excitation gate. The gate is $U(t)=e^{-itG}$, and $G$ has eigenvalues $-1, 0, 1$. I measure an expectation value $f(t)$ at two shifted parameters and use

$$f'(t)=c\,\bigl(f(t+s)-f(t-s)\bigr).$$

With $c=\tfrac12$, $s=\pi/2$, a signal $\sin t$ gets the right derivative, but a signal $\sin 2t$ gets derivative zero. With $c=1$, $s=\pi/4$, the signal $\sin 2t$ is right and $\sin t$ gets a slope too large by a factor $\sqrt2$. Both frequencies can occur in $f$, because the eigenvalue differences are 1 and 2. Is there a cleverer pair $c,s$ that I haven't found, or does the third eigenvalue rule it out?

## Three levels give three incompatible gaps

The third eigenvalue rules it out, provided that you want one fixed real pair $c,s$ to work for every normalised state and every Hermitian observable. The familiar parameter-shift rule starts from two eigenvalues and arrives at the formula. Here the argument runs the other way: it starts from the formula and bounds the number of distinct eigenvalues.

**One condition for each gap.** Let $v,w$ be orthonormal eigenvectors of $G$, with eigenvalues $a,b$. Since $G^k v=a^k v$ for every $k$, the exponential series gives $U(t)v=e^{-ita}v$, and likewise $U(t)w=e^{-itb}w$. Take the normalised state and the Hermitian observable

$$\psi=\tfrac35 v+\tfrac45 w,\qquad O=i\bigl(|v\rangle\langle w|-|w\rangle\langle v|\bigr).$$

At parameter $t$ the state is $\alpha v+\beta w$ with $\alpha=\tfrac35e^{-ita}$ and $\beta=\tfrac45e^{-itb}$. Orthonormality gives the expectation value $i(\alpha^*\beta-\beta^*\alpha)$. Write $\omega=a-b$. Then $\alpha^*\beta=\tfrac{12}{25}e^{i\omega t}$, so

$$f(t)=\tfrac{12}{25}\,i\,\bigl(e^{i\omega t}-e^{-i\omega t}\bigr)=-\tfrac{24}{25}\sin\omega t .$$

At $t=0$ the derivative is $-\tfrac{24}{25}\omega$, while the shift rule gives $-\tfrac{24}{25}\cdot 2c\sin\omega s$. Hence

$$\omega=2c\sin(\omega s).$$

Every difference of two eigenvalues has to solve this equation with the same $c$ and $s$. A zero difference solves it trivially.

**Gaps that add up.** Suppose that $x$, $y$ and $x+y$ all solve the equation. Put $p=\cos(xs)$ and $q=\cos(ys)$. The addition formula for the sine gives

$$x+y=2c\bigl(\sin(xs)\,q+p\,\sin(ys)\bigr)=xq+yp,$$

and therefore $x(1-q)+y(1-p)=0$. Squaring the equations for $x$ and $y$ gives $x^2=4c^2(1-p^2)$ and $y^2=4c^2(1-q^2)$. From $x^2(1-q)^2=y^2(1-p)^2$ it follows that

$$4c^2(1-p)(1-q)\bigl[(1+p)(1-q)-(1+q)(1-p)\bigr]=0 .$$

The square bracket equals $2(p-q)$, so

$$c^2(1-p)(1-q)(p-q)=0 .$$

There are four cases:

- If $c=0$, then $x=0$.
- If $p=1$, then $x^2=0$, so $x=0$.
- If $q=1$, then $y=0$ in the same way.
- If $p=q$, then $(x+y)(1-p)=0$, so either $x+y=0$, or $p=1$ and again $x=0$.

One of $x$, $y$, $x+y$ is therefore zero.

**The contradiction.** Three distinct eigenvalues $\lambda_i,\lambda_j,\lambda_k$ would give $x=\lambda_i-\lambda_j$, $y=\lambda_j-\lambda_k$ and $x+y=\lambda_i-\lambda_k$. All three solve the gap equation and none of them is zero, which is impossible.

The same argument in Lean 4 with Mathlib is this:

```lean
import Mathlib

open Matrix Complex

namespace ConverseParameterShift

noncomputable section

variable {n : Type*} [Fintype n] [DecidableEq n]

/-- The evolution operator `U(t) = exp(-itG)` generated by `G`. -/
def evolve (G : Matrix n n ℂ) (t : ℝ) : Matrix n n ℂ :=
  NormedSpace.exp ((-(t : ℂ) * I) • G)

/-- The expectation `⟨U(t)ψ, O U(t)ψ⟩` as a function of the parameter `t`. -/
def expectation (G O : Matrix n n ℂ) (ψ : n → ℂ) (t : ℝ) : ℂ :=
  star (evolve G t *ᵥ ψ) ⬝ᵥ (O *ᵥ (evolve G t *ᵥ ψ))

/-- The two-term shift rule `f'(t) = c (f(t+s) - f(t-s))`, for every Hermitian observable,
every unit vector and every `t`. -/
def TwoTermRule (G : Matrix n n ℂ) (c s : ℝ) : Prop :=
  ∀ (O : Matrix n n ℂ) (ψ : n → ℂ), O.IsHermitian → star ψ ⬝ᵥ ψ = 1 → ∀ t : ℝ,
    HasDerivAt (expectation G O ψ)
      (c * (expectation G O ψ (t + s) - expectation G O ψ (t - s))) t

/-- The observable `i(|v⟩⟨w| - |w⟩⟨v|)`. -/
def coherence (v w : n → ℂ) : Matrix n n ℂ :=
  vecMulVec (I • v) (star w) - vecMulVec (I • w) (star v)

/-- An eigenvector of `G` with real eigenvalue `a` evolves by the phase `exp(-ita)`. -/
theorem evolve_eigenvector {G : Matrix n n ℂ} {v : n → ℂ} {a : ℝ}
    (h : G *ᵥ v = (a : ℂ) • v) (t : ℝ) :
    evolve G t *ᵥ v = cexp (-(t : ℂ) * I * a) • v := by
  let : NormedRing (Matrix n n ℂ) := Matrix.linftyOpNormedRing
  let : NormedAlgebra ℂ (Matrix n n ℂ) := Matrix.linftyOpNormedAlgebra
  set A : Matrix n n ℂ := (-(t : ℂ) * I) • G with hA
  set μ : ℂ := -(t : ℂ) * I * a with hμ
  have hsm : ∀ (z : ℂ) (M : Matrix n n ℂ), (z • M) *ᵥ v = z • (M *ᵥ v) := by
    intro z M
    ext i
    simp only [Matrix.mulVec, dotProduct, Matrix.smul_apply, Pi.smul_apply,
      smul_eq_mul, Finset.mul_sum, mul_assoc]
  have h1 : A *ᵥ v = μ • v := by rw [hA, hsm, h, smul_smul]
  have hpow : ∀ k : ℕ, A ^ k *ᵥ v = μ ^ k • v := by
    intro k
    induction k with
    | zero => simp
    | succ k ih =>
      rw [pow_succ, ← Matrix.mulVec_mulVec, h1, Matrix.mulVec_smul, ih, smul_smul,
        pow_succ, mul_comm]
  -- compare the exponential series term by term on `v`
  have hs := (NormedSpace.exp_series_hasSum_exp' (𝕂 := ℂ) A).map
    (Matrix.mulVec.addMonoidHomLeft v)
    (Continuous.matrix_mulVec continuous_id continuous_const)
  have hc := (NormedSpace.exp_series_hasSum_exp' (𝕂 := ℂ) μ).smul_const v
  rw [← Complex.exp_eq_exp_ℂ] at hc
  refine hs.unique (hc.congr_fun ?_)
  intro k
  change ((k.factorial : ℂ)⁻¹ • A ^ k) *ᵥ v = ((k.factorial : ℂ)⁻¹ • μ ^ k) • v
  rw [smul_assoc, ← hpow k]
  exact hsm _ _

/-- The relative phase of two levels `a`, `b` rotates at the frequency `a - b`. -/
lemma phase_mul (t a b : ℝ) :
    star (cexp (-(t : ℂ) * I * a)) * cexp (-(t : ℂ) * I * b)
      = cexp (((a - b : ℝ) : ℂ) * t * I) := by
  rw [Complex.star_def, ← Complex.exp_conj, ← Complex.exp_add]
  congr 1
  simp only [map_mul, map_neg, Complex.conj_ofReal, Complex.conj_I]
  push_cast
  ring

omit [DecidableEq n] in
/-- For orthonormal `v`, `w` and any combination `x = p v + q w`, normalised or not, the coherence
observable `O` gives `⟨x, O x⟩ = i(p* q - q* p)`. -/
theorem coherence_expectation {v w : n → ℂ} (hvv : star v ⬝ᵥ v = 1) (hww : star w ⬝ᵥ w = 1)
    (hvw : star v ⬝ᵥ w = 0) (hwv : star w ⬝ᵥ v = 0) (p q : ℂ) :
    star (p • v + q • w) ⬝ᵥ (coherence v w *ᵥ (p • v + q • w))
      = I * (star p * q - star q * p) := by
  have hO : ∀ x y z : n → ℂ, vecMulVec x y *ᵥ z = (y ⬝ᵥ z) • x := by
    intro x y z
    ext i
    simp only [Matrix.mulVec, dotProduct, Matrix.vecMulVec_apply, Pi.smul_apply,
      smul_eq_mul, Finset.sum_mul]
    exact Finset.sum_congr rfl fun j _ => by ring
  rw [coherence, Matrix.sub_mulVec, hO, hO]
  simp only [dotProduct_add, dotProduct_sub, dotProduct_smul, star_add, star_smul,
    add_dotProduct, smul_dotProduct, hvv, hww, hvw, hwv, smul_eq_mul]
  ring

/-- Each vector of the eigenbasis of a Hermitian `G` solves the eigenvalue equation. -/
lemma eigenbasis_eq {G : Matrix n n ℂ} (hG : G.IsHermitian) (j : n) :
    G *ᵥ (hG.eigenvectorBasis j).ofLp
      = (hG.eigenvalues j : ℂ) • (hG.eigenvectorBasis j).ofLp := by
  rw [hG.mulVec_eigenvectorBasis j]
  ext i
  simp

/-- If a two-term rule holds for a Hermitian `G`, every difference `ω` of two eigenvalues
satisfies `ω = 2c sin(ωs)`. -/
theorem gap_of_rule {G : Matrix n n ℂ} (hG : G.IsHermitian) {c s : ℝ}
    (h : TwoTermRule G c s) (j k : n) :
    hG.eigenvalues j - hG.eigenvalues k
      = 2 * c * Real.sin ((hG.eigenvalues j - hG.eigenvalues k) * s) := by
  by_cases hjk : j = k
  · subst hjk
    simp
  have ho : ∀ i l : n, star (hG.eigenvectorBasis i).ofLp ⬝ᵥ (hG.eigenvectorBasis l).ofLp
      = if i = l then 1 else 0 := by
    intro i l
    rw [dotProduct_comm, ← EuclideanSpace.inner_eq_star_dotProduct]
    exact orthonormal_iff_ite.mp hG.eigenvectorBasis.orthonormal i l
  have hv := eigenbasis_eq hG j
  have hw := eigenbasis_eq hG k
  have hvv := (ho j j).trans (if_pos rfl)
  have hww := (ho k k).trans (if_pos rfl)
  have hvw := (ho j k).trans (if_neg hjk)
  have hwv := (ho k j).trans (if_neg (Ne.symm hjk))
  generalize (hG.eigenvectorBasis j).ofLp = v at hv hvv hvw hwv
  generalize (hG.eigenvectorBasis k).ofLp = w at hw hww hvw hwv
  generalize hG.eigenvalues j = a at hv ⊢
  generalize hG.eigenvalues k = b at hw ⊢
  have h3 : star (3 / 5 : ℂ) = 3 / 5 := by simp
  have h4 : star (4 / 5 : ℂ) = 4 / 5 := by simp
  have hH : (coherence v w).IsHermitian := by
    refine Matrix.IsHermitian.ext fun i l => ?_
    simp [coherence, Matrix.vecMulVec_apply]
    ring
  have hunit : star ((3 / 5 : ℂ) • v + (4 / 5 : ℂ) • w)
      ⬝ᵥ ((3 / 5 : ℂ) • v + (4 / 5 : ℂ) • w) = 1 := by
    simp only [dotProduct_add, dotProduct_smul, star_add, star_smul, add_dotProduct,
      smul_dotProduct, hvv, hww, hvw, hwv, smul_eq_mul, h3, h4]
    norm_num
  -- the signal is a pure sine at the gap frequency
  have hf : expectation G (coherence v w) ((3 / 5 : ℂ) • v + (4 / 5 : ℂ) • w)
      = fun t : ℝ => ((-(24 / 25) * Real.sin ((a - b) * t) : ℝ) : ℂ) := by
    funext t
    have e1 := phase_mul t a b
    have e2 := phase_mul t b a
    have e3 : ((b - a : ℝ) : ℂ) * t * I = -(((a - b : ℝ) : ℂ) * t) * I := by
      push_cast
      ring
    rw [e3] at e2
    rw [expectation, Matrix.mulVec_add, Matrix.mulVec_smul, Matrix.mulVec_smul,
      evolve_eigenvector hv, evolve_eigenvector hw, smul_smul, smul_smul,
      coherence_expectation hvv hww hvw hwv, star_mul', star_mul', h3, h4,
      Complex.ofReal_mul, Complex.ofReal_sin, Complex.ofReal_mul, Complex.sin]
    push_cast at e1 e2 ⊢
    linear_combination (12 / 25 * I) * e1 - (12 / 25 * I) * e2
  -- compare the shift rule at `t = 0` with the derivative of the sine
  have hr := h _ _ hH hunit 0
  rw [hf] at hr
  have hd : HasDerivAt (fun t : ℝ => -(24 / 25) * Real.sin ((a - b) * t))
      (-(24 / 25) * (a - b)) 0 :=
    ((((hasDerivAt_id' (0 : ℝ)).const_mul (a - b)).sin).const_mul (-(24 / 25))).congr_deriv
      (by simp)
  have e := hr.unique hd.ofReal_comp
  beta_reduce at e
  have e' : c * (-(24 / 25) * Real.sin ((a - b) * (0 + s))
      - -(24 / 25) * Real.sin ((a - b) * (0 - s))) = -(24 / 25) * (a - b) := by
    exact_mod_cast e
  rw [zero_add, zero_sub, mul_neg, Real.sin_neg] at e'
  linear_combination (25 / 24) * e'

/-- If `x`, `y` and `x + y` all solve `ω = 2c sin(ωs)`, then one of the three is zero. -/
theorem gaps_not_additive {c s x y : ℝ} (hx : x = 2 * c * Real.sin (x * s))
    (hy : y = 2 * c * Real.sin (y * s)) (hxy : x + y = 2 * c * Real.sin ((x + y) * s)) :
    x = 0 ∨ y = 0 ∨ x + y = 0 := by
  rw [add_mul, Real.sin_add] at hxy
  have px := Real.sin_sq_add_cos_sq (x * s)
  have py := Real.sin_sq_add_cos_sq (y * s)
  generalize Real.sin (x * s) = a at *
  generalize Real.sin (y * s) = b at *
  generalize Real.cos (x * s) = p at *
  generalize Real.cos (y * s) = q at *
  have h : x * (1 - q) + y * (1 - p) = 0 := by
    linear_combination hxy - q * hx - p * hy
  have hx2 : x ^ 2 = 4 * c ^ 2 * (1 - p ^ 2) := by
    linear_combination (x + 2 * c * a) * hx + 4 * c ^ 2 * px
  have hy2 : y ^ 2 = 4 * c ^ 2 * (1 - q ^ 2) := by
    linear_combination (y + 2 * c * b) * hy + 4 * c ^ 2 * py
  -- eliminating the sines leaves a product of simple factors
  have key : c ^ 2 * ((1 - p) * ((1 - q) * (p - q))) = 0 := by
    linear_combination (1 / 8) * (x * (1 - q) - y * (1 - p)) * h
      - (1 / 8) * (1 - q) ^ 2 * hx2 + (1 / 8) * (1 - p) ^ 2 * hy2
  have zx (hp : 1 - p = 0) : x = 0 := (pow_eq_zero_iff two_ne_zero).mp
    (by linear_combination hx2 + 4 * c ^ 2 * (1 + p) * hp)
  rcases mul_eq_zero.mp key with h1 | h1
  · exact Or.inl ((pow_eq_zero_iff two_ne_zero).mp (by rw [hx2, h1]; ring))
  rcases mul_eq_zero.mp h1 with h2 | h2
  · exact Or.inl (zx h2)
  rcases mul_eq_zero.mp h2 with h3 | h3
  · exact Or.inr (Or.inl ((pow_eq_zero_iff two_ne_zero).mp
      (by linear_combination hy2 + 4 * c ^ 2 * (1 + q) * h3)))
  · have h4 : (x + y) * (1 - p) = 0 := by linear_combination h - x * h3
    rcases mul_eq_zero.mp h4 with h5 | h5
    · exact Or.inr (Or.inr h5)
    · exact Or.inl (zx h5)

/-- **Converse two-term rule.** If a Hermitian generator obeys a two-term shift rule with fixed
real `c` and `s`, it has at most two distinct eigenvalues. -/
theorem at_most_two_eigenvalues {G : Matrix n n ℂ} (hG : G.IsHermitian) {c s : ℝ}
    (h : TwoTermRule G c s) : (Finset.univ.image hG.eigenvalues).card ≤ 2 := by
  by_contra hcard
  obtain ⟨x, y, z, hx, hy, hz, hxy, hxz, hyz⟩ :=
    Finset.two_lt_card_iff.mp (Nat.lt_of_not_le hcard)
  obtain ⟨i, -, rfl⟩ := Finset.mem_image.mp hx
  obtain ⟨j, -, rfl⟩ := Finset.mem_image.mp hy
  obtain ⟨k, -, rfl⟩ := Finset.mem_image.mp hz
  -- the gap between the first and third level is the sum of the other two gaps
  have hik := gap_of_rule hG h i k
  rw [← sub_add_sub_cancel _ (hG.eigenvalues j) _] at hik
  rcases gaps_not_additive (gap_of_rule hG h i j) (gap_of_rule hG h j k) hik with h1 | h1 | h1
  · exact hxy (sub_eq_zero.mp h1)
  · exact hyz (sub_eq_zero.mp h1)
  · exact hxz (by linarith)

end

end ConverseParameterShift
```

```lean
#print axioms ConverseParameterShift.at_most_two_eigenvalues
-- 'ConverseParameterShift.at_most_two_eigenvalues' depends on axioms: [propext, Classical.choice, Quot.sound]
```

## What the Lean theorem says about a gate

`at_most_two_eigenvalues` reads: if $G$ is Hermitian and `TwoTermRule G c s` holds for some real $c$ and $s$, then $G$ has at most two distinct eigenvalues.

The matrices are complex, with rows and columns labelled by a finite type `n`, so the Hilbert space has finite dimension. `evolve G t` is the matrix exponential $e^{-itG}$, with no factor $\tfrac12$. For a rotation written $e^{-i\theta P/2}$, the generator in this convention is $G=P/2$. `expectation G O ψ t` is $\langle U(t)\psi,\,O\,U(t)\psi\rangle$, stored as a complex number, although it is real for Hermitian $O$.

`TwoTermRule G c s` fixes $c$ and $s$ first and then quantifies over all Hermitian `O`, all unit vectors `ψ` and all real `t`. Its `HasDerivAt` clause says that $f$ is differentiable at $t$ and that its derivative there is the shifted difference. The two coefficients are $c$ and $-c$ and the two shifts are $s$ and $-s$; formulas whose two coefficients, or whose two shifts, are not opposite to each other are a different hypothesis.

`hG.eigenvalues` lists the real eigenvalues with multiplicity. Taking the `image` over `Finset.univ` removes repetitions, and `card` counts what is left. Degenerate levels are therefore allowed, in any number.

The step from this model to your circuit is the quantifier over states and observables. Gates before the parametrised one can be absorbed into $\psi$ and gates after it into $O$, but a given ansatz reaches only some of these pairs. A two-term rule may well hold for those alone, for instance if your state only ever involves two of the levels, and the theorem doesn't forbid that. For gradients in variational quantum chemistry, the consequence is that an excitation generator with eigenvalues $-1,0,1$ has no universal two-term rule of this form, in the setting of noiseless finite-dimensional evolution and exact expectation values.

## From the exponential series to the eigenvalue count

`evolve_eigenvector` proves the phase evolution. An induction gives the action of each matrix power on the eigenvector. The exponential series of the matrix, applied to $v$, then agrees term by term with the scalar series multiplying $v$, and uniqueness of the sum identifies the two limits.

`phase_mul` combines the two phases into $e^{i(a-b)t}$. `coherence_expectation` computes $i(\alpha^*\beta-\beta^*\alpha)$ for arbitrary amplitudes, which it calls `p` and `q`; these are not the cosines above. `eigenbasis_eq` supplies the eigenvalue equation for the members of Mathlib's orthonormal eigenbasis.

`gap_of_rule` derives the gap equation. Equal indices are dealt with first, since both sides are then zero. For different indices, `ho` extracts the orthonormality relations, `hH` checks that the observable is Hermitian and `hunit` that the state is normalised. The step `hf` shows that the whole signal equals $-\tfrac{24}{25}\sin((a-b)t)$, by writing the sine in exponentials and combining the two phase identities. The rule at $t=0$ and the ordinary derivative of the sine are then two derivatives of one function at one point, so `hr.unique` equates them. Multiplying by $\tfrac{25}{24}$ leaves the gap equation.

`gaps_not_additive` is the trigonometric part. After the addition formula has been applied, the sines and cosines are replaced by plain variables, with `a` and `b` now standing for the two sines, and the rest is polynomial algebra. The line `h` is $x(1-q)+y(1-p)=0$, while `hx2` and `hy2` are the squared equations. For `key`, the relation `h` is multiplied by $x(1-q)-y(1-p)$, which produces the difference of squares used above; `linear_combination` checks the resulting identity. The successive uses of `mul_eq_zero` are the four cases.

`at_most_two_eigenvalues` assumes that the count exceeds two and picks three distinct values from the set with `Finset.two_lt_card_iff`. It rewrites the gap between the first and the third as the sum of the other two gaps and applies `gaps_not_additive`. Each of the three possible outcomes makes two of the chosen eigenvalues equal, which contradicts the choice.
